# A matrix commuting with the exponential of a Hermitian matrix commutes with the Hermitian matrix itself

On a finite-dimensional complex state space, let J be a Hermitian matrix and K any square matrix, not necessarily Hermitian. The lemma `commute_of_commute_exp` says that if K commutes with exp(J), then K commutes with J; the exponent is J itself, with no factor of i. The proof diagonalises J by a unitary matrix and looks at K in the eigenbasis, where a nonzero matrix element can only connect eigenvalues with equal exponentials. Since the real exponential is injective, those eigenvalues are themselves equal, so K commutes with the diagonal form of J, and the proof then returns to the original basis.

In Lean, a first try:

```lean
import Mathlib

open Matrix NormedSpace
open scoped ComplexOrder

namespace CommuteOfCommuteExp

variable {n : Type*} [Fintype n] [DecidableEq n]

/-- A Hermitian matrix is diagonalised by a unitary matrix, with real eigenvalues. -/
theorem exists_eigenbasis {J : Matrix n n ℂ} (hJ : J.IsHermitian) :
    ∃ (U : Matrix n n ℂ) (d : n → ℝ), Uᴴ * U = 1 ∧ U * Uᴴ = 1 ∧
      J = U * diagonal (fun i => (d i : ℂ)) * Uᴴ := by
  have h := hJ.spectral_theorem
  rw [Unitary.conjStarAlgAut_apply] at h
  exact ⟨hJ.eigenvectorUnitary, hJ.eigenvalues,
    Matrix.mem_unitaryGroup_iff'.mp hJ.eigenvectorUnitary.2,
    Matrix.mem_unitaryGroup_iff.mp hJ.eigenvectorUnitary.2, h⟩

/-- A matrix that commutes with the exponential of a Hermitian `J` commutes with `J`. -/
theorem commute_of_commute_exp {K J : Matrix n n ℂ} (hJ : J.IsHermitian)
    (h : K * NormedSpace.exp J = NormedSpace.exp J * K) : K * J = J * K := by
  obtain ⟨U, d, h1, h2, hd⟩ := exists_eigenbasis hJ
  have hexp : NormedSpace.exp (fun i => (d i : ℂ)) =
      fun i => ((Real.exp (d i) : ℝ) : ℂ) := by
    funext i
    rw [Pi.exp_apply, ← Complex.exp_eq_exp_ℂ, Complex.ofReal_exp]
  have hE : NormedSpace.exp J =
      U * diagonal (fun i => ((Real.exp (d i) : ℝ) : ℂ)) * Uᴴ := by
    have hU : U⁻¹ = Uᴴ := Matrix.inv_eq_right_inv h2
    have hunit : IsUnit U := ⟨⟨U, Uᴴ, h2, h1⟩, rfl⟩
    rw [hd, ← hU, Matrix.exp_conj _ _ hunit, Matrix.exp_diagonal, hexp]
  rw [hE] at h
  -- pass to the eigenbasis of `J`
  have hM : Uᴴ * K * U * diagonal (fun i => ((Real.exp (d i) : ℝ) : ℂ)) =
      diagonal (fun i => ((Real.exp (d i) : ℝ) : ℂ)) * (Uᴴ * K * U) := by
    generalize diagonal (fun i => ((Real.exp (d i) : ℝ) : ℂ)) = E at h ⊢
    calc Uᴴ * K * U * E = Uᴴ * K * U * E * (Uᴴ * U) := by rw [h1, mul_one]
      _ = Uᴴ * (K * (U * E * Uᴴ)) * U := by noncomm_ring
      _ = Uᴴ * (U * E * Uᴴ * K) * U := by rw [h]
      _ = (Uᴴ * U) * (E * (Uᴴ * K * U)) := by noncomm_ring
      _ = E * (Uᴴ * K * U) := by rw [h1, one_mul]
  -- nonzero matrix elements connect equal eigenvalues only
  have hD : Uᴴ * K * U * diagonal (fun i => (d i : ℂ)) =
      diagonal (fun i => (d i : ℂ)) * (Uᴴ * K * U) := by
    ext i j
    have e := congrFun (congrFun hM i) j
    rw [mul_diagonal, diagonal_mul] at e ⊢
    by_cases hz : (Uᴴ * K * U) i j = 0
    · rw [hz, zero_mul, mul_zero]
    · have hc : ((Real.exp (d j) : ℝ) : ℂ) = ((Real.exp (d i) : ℝ) : ℂ) :=
        mul_left_cancel₀ hz (e.trans (mul_comm _ _))
      have hij : d j = d i := Real.exp_injective (Complex.ofReal_injective hc)
      rw [hij, mul_comm]
  rw [hd]
  generalize diagonal (fun i => (d i : ℂ)) = D at hD ⊢
  calc K * (U * D * Uᴴ) = (U * Uᴴ) * K * (U * D * Uᴴ) := by rw [h2, one_mul]
    _ = U * (Uᴴ * K * U * D) * Uᴴ := by noncomm_ring
    _ = U * (D * (Uᴴ * K * U)) * Uᴴ := by rw [hD]
    _ = U * D * Uᴴ * K * (U * Uᴴ) := by noncomm_ring
    _ = U * D * Uᴴ * K := by rw [h2, mul_one]

end CommuteOfCommuteExp
```

Lean reports:

```
Main.lean:27:8: error(lean.unknownIdentifier): Unknown identifier `Pi.exp_apply`
```

The mended proof, as a diff:

```diff
@@ -25,5 +25,8 @@
       fun i => ((Real.exp (d i) : ℝ) : ℂ) := by
     funext i
-    rw [Pi.exp_apply, ← Complex.exp_eq_exp_ℂ, Complex.ofReal_exp]
+    have hi : NormedSpace.exp (fun i => (d i : ℂ)) i = NormedSpace.exp (d i : ℂ) :=
+      NormedSpace.map_exp (Pi.evalRingHom (fun _ : n => ℂ) i) (continuous_apply i) _
+    rw [← Complex.exp_eq_exp_ℂ, ← Complex.ofReal_exp] at hi
+    exact hi
   have hE : NormedSpace.exp J =
       U * diagonal (fun i => ((Real.exp (d i) : ℝ) : ℂ)) * Uᴴ := by
```

Diagnosis. The one error says that Lean finds no declaration called `Pi.exp_apply` where the proof uses it. The name was meant to supply a step inside `hexp`: the exponential of a function `n → ℂ`, taken at the index `i`, is the exponential of its value at `i`.

The repair proves this step as `hi`. Evaluation at `i` is a ring homomorphism, `Pi.evalRingHom`, and it is continuous by `continuous_apply i`, so `NormedSpace.map_exp` lets it pass through the exponential. The right side of `hi` is then `NormedSpace.exp` of the complex number `(d i : ℂ)`. Rewriting with `← Complex.exp_eq_exp_ℂ` turns this into `Complex.exp`, and `← Complex.ofReal_exp` turns that into the real exponential cast to ℂ, which is what the goal asks for, so `exact hi` closes it. `Complex.ofReal_exp` is now used from right to left because the rewriting happens in `hi` and must produce the cast real exponential already present in the goal.
